# Adding $k \mapsto -k$ doubles a finite group of determinant-one real matrices in odd dimension

When a symmetry group leaves both the summand and the mesh of wave vectors $k$ unchanged, a Brillouin-zone sum over the mesh can be reduced to one representative per orbit, weighted by the size of the orbit, and the reduction depends on having the right group. Let $G$ be the point group acting on $k$. If the band energy also obeys $\varepsilon(-k) = \varepsilon(k)$ and this is ignored, up to twice as many points are computed as are needed. If time reversal is assumed to double the group in every case, then for a centrosymmetric crystal the list of $G$ followed by $-G$ holds each operation twice, the order is wrong by a factor of two, and the expected saving does not occur.

Write $-G = \{-g : g \in G\}$, $\tilde G = G \cup (-G)$, $1$ for the unit matrix and $|G|$ for the number of elements. The result is that for odd dimension $d$ and a finite group $G$ of real invertible $d \times d$ matrices, all of determinant 1, the set $\tilde G$ is a group with $|\tilde G| = 2|G|$. It concerns the matrix group alone, for a band function taken as given: there is no lattice, no identification of $k$ modulo reciprocal vectors, and no spin.

## A group of invertible matrices acting on k

```lean
import Mathlib

open Matrix

namespace TimeReversalPointGroup

variable {n : Type*} [Fintype n] [DecidableEq n]
```

The type `n` indexes the components of $k$, so $d$ is `Fintype.card n`, a wave vector is a function `n → ℝ`, and `GL n ℝ` is the group of invertible real matrices. The point group is a `Subgroup (GL n ℝ)`, understood as the matrices that multiply $k$ itself. Orthogonality is not assumed, so the matrices may be written in Cartesian axes or in a reciprocal-lattice basis.

Closure of $\tilde G$ comes from closure of $G$ and from the fact that a sign moves freely through a product. For $a, b \in G$,
$$ab \in G,\qquad a(-b) = -(ab),\qquad (-a)b = -(ab),\qquad (-a)(-b) = ab,\qquad (-a)^{-1} = -(a^{-1}).$$
Every product and every inverse therefore lies in $G$ or in $-G$. For a set $S$ of matrices that is not closed under products this argument loses its first step, and $S \cup (-S)$ may or may not be closed (for $S = \{1, R\}$ with $R$ the quarter turn of the plane it is a group of four elements, while with $R$ the turn by a third of a revolution it is not closed). For an added operation $t$ that does not commute with $G$ the union $G \cup tG$ need not be closed.

```lean
/-- The group of k-space operations obtained from `G` by adding time reversal `k ↦ -k`:
the matrices `g` such that `g` or `-g` lies in `G`. -/
def withInversion (G : Subgroup (GL n ℝ)) : Subgroup (GL n ℝ) where
  carrier := {g | g ∈ G ∨ -g ∈ G}
  one_mem' := Or.inl G.one_mem
  mul_mem' := by
    intro a b ha hb
    rcases ha with ha | ha <;> rcases hb with hb | hb
    · exact Or.inl (G.mul_mem ha hb)
    · refine Or.inr ?_
      rw [← mul_neg]
      exact G.mul_mem ha hb
    · refine Or.inr ?_
      rw [← neg_mul]
      exact G.mul_mem ha hb
    · refine Or.inl ?_
      rw [← neg_mul_neg]
      exact G.mul_mem ha hb
  inv_mem' := by
    intro a ha
    rcases ha with ha | ha
    · exact Or.inl (G.inv_mem ha)
    · refine Or.inr ?_
      have h : -a⁻¹ = (-a)⁻¹ :=
        eq_inv_of_mul_eq_one_left (by rw [neg_mul_neg, inv_mul_cancel])
      rw [h]
      exact G.inv_mem ha
```

The definition takes the matrices $g$ such that $g \in G$ or $-g \in G$, and building it as a `Subgroup` is the proof of closure. The four branches of `mul_mem'` are the four products above, with the sign moved by `mul_neg`, `neg_mul` and `neg_mul_neg`, and `inv_mem'` is the last identity. The next theorem identifies this set with the union, $-G$ being written as the image `(fun g => -g) '' G`. Both directions use $-(-g) = g$.

```lean
/-- As a set, the group with time reversal added is the union of `G` and `-G`. -/
theorem coe_withInversion (G : Subgroup (GL n ℝ)) :
    (withInversion G : Set (GL n ℝ)) = (G : Set (GL n ℝ)) ∪ (fun g => -g) '' G := by
  ext g
  constructor
  · rintro (h | h)
    · exact Or.inl h
    · exact Or.inr ⟨-g, h, neg_neg g⟩
  · rintro (h | ⟨a, ha, rfl⟩)
    · exact Or.inl h
    · refine Or.inr ?_
      show - -a ∈ G
      rw [neg_neg]
      exact ha
```

A group $H$ contains $\tilde G$ exactly when it contains $G$ and $-1$, so $\tilde G$ is the smallest such group. Forwards, $-1 \in \tilde G$ because $-(-1) = 1 \in G$. Backwards, if $-g \in G$ then $g = (-1)(-g) \in H$.

```lean
/-- A group `H` contains `G ∪ -G` exactly when it contains `G` and the inversion `-1`. -/
theorem withInversion_le_iff (G H : Subgroup (GL n ℝ)) :
    withInversion G ≤ H ↔ G ≤ H ∧ (-1 : GL n ℝ) ∈ H := by
  constructor
  · intro h
    refine ⟨fun g hg => h (Or.inl hg), h (Or.inr ?_)⟩
    rw [neg_neg]
    exact G.one_mem
  · rintro ⟨hG, h1⟩ g (hg | hg)
    · exact hG hg
    · have h := H.mul_mem h1 (hG hg)
      rwa [neg_mul_neg, one_mul] at h
```

## Evenness of the band function

The condition $\varepsilon(-k) = \varepsilon(k)$ stands for time-reversal symmetry. For a single-particle Hamiltonian without magnetic order or magnetic field, time reversal maps a Bloch state at $k$ to one of the same energy at $-k$. The condition is a postulate on $\varepsilon$ here and is not derived from a Hamiltonian. It is what makes $\tilde G$ the group relevant for sampling. Suppose $\varepsilon(gk) = \varepsilon(k)$ for all $g \in G$ and $\varepsilon$ is even. For $g$ with $-g \in G$,
$$\varepsilon(gk) = \varepsilon(-(gk)) = \varepsilon((-g)k) = \varepsilon(k),$$
where the first step is evenness. Conversely, invariance under $\tilde G$ applied to $g \in G$ and to $g = -1$ returns the two conditions.

```lean
/-- A function `ε(k)` on k-space is invariant under `G ∪ -G` exactly when it is invariant
under `G` and obeys `ε(-k) = ε(k)`. -/
theorem invariant_withInversion_iff {α : Type*} (G : Subgroup (GL n ℝ)) (ε : (n → ℝ) → α) :
    (∀ g ∈ withInversion G, ∀ k, ε ((g : Matrix n n ℝ) *ᵥ k) = ε k) ↔
      (∀ g ∈ G, ∀ k, ε ((g : Matrix n n ℝ) *ᵥ k) = ε k) ∧ ∀ k, ε (-k) = ε k := by
  constructor
  · intro h
    refine ⟨fun g hg => h g (Or.inl hg), fun k => ?_⟩
    have h1 := h (-1) ((withInversion_le_iff G _).1 le_rfl).2 k
    rwa [Units.val_neg, Units.val_one, Matrix.neg_mulVec, Matrix.one_mulVec] at h1
  · rintro ⟨hG, hT⟩ g (hg | hg) k
    · exact hG g hg k
    · have h1 := hG (-g) hg k
      rwa [Units.val_neg, Matrix.neg_mulVec, hT] at h1
```

Here `ε` takes values in any type `α`, so it may be one band energy, the ordered list of all bands, or an occupation number, and `*ᵥ` is the matrix-vector product. Evenness is `hT`, used in the last rewrite after `Matrix.neg_mulVec` has turned $(-g)k$ into $-(gk)$. Since the theorem is an equivalence, a $G$-invariant function that is not even fails to be invariant under $\tilde G$. The algebra of $\tilde G$ is then unaffected, but its orbits are the wrong ones to sum over.

## The inversion is absent from G

The condition that decides the count is $-1 \notin G$, which says that the point group does not already contain the inversion $k \mapsto -k$. If $-1 \in G$, then $G$ is itself a group containing $G$ and $-1$, so $\tilde G \subseteq G$ and nothing is added. If $\tilde G = G$, then $-1 \in G$. Both directions are `withInversion_le_iff` with $H = G$, and neither needs finiteness or any condition on $d$.

```lean
/-- Adding time reversal leaves the group unchanged exactly when it already contains `-1`. -/
theorem withInversion_eq_self_iff (G : Subgroup (GL n ℝ)) :
    withInversion G = G ↔ (-1 : GL n ℝ) ∈ G := by
  constructor
  · intro h
    exact ((withInversion_le_iff G G).1 h.le).2
  · intro h
    exact le_antisymm ((withInversion_le_iff G G).2 ⟨le_rfl, h⟩) (fun g hg => Or.inl hg)
```

If $-1 \notin G$, the sets $G$ and $-G$ are disjoint, since $a = -b$ with $a, b \in G$ would give $ab^{-1} = -bb^{-1} = -1 \in G$. The map $g \mapsto -g$ is one-to-one, so $|-G| = |G|$, and the disjoint union has $2|G|$ elements.

## Finiteness

A crystallographic point group has finitely many operations, and finiteness is what gives "twice as many" a meaning. It enters the sum $|G| + |-G|$, and it enters the converse: if $-1 \in G$ and $|\tilde G| = 2|G|$, then $|G| = 2|G|$, which is impossible for a positive integer.

```lean
/-- For a finite group `G` in any dimension, `G ∪ -G` is finite, and it has twice as many
elements as `G` exactly when `-1` is not in `G`. -/
theorem card_withInversion_iff (G : Subgroup (GL n ℝ)) [Finite G] :
    Finite (withInversion G) ∧
      (Nat.card (withInversion G) = 2 * Nat.card G ↔ (-1 : GL n ℝ) ∉ G) := by
  -- two copies of `G`, sent to `G` and to `-G`
  let f : G ⊕ G → withInversion G :=
    Sum.elim (fun a => ⟨a.1, Or.inl a.2⟩)
      (fun a => ⟨-a.1, Or.inr (by rw [neg_neg]; exact a.2)⟩)
  have hsurj : Function.Surjective f := by
    rintro ⟨g, hg | hg⟩
    · exact ⟨Sum.inl ⟨g, hg⟩, rfl⟩
    · exact ⟨Sum.inr ⟨-g, hg⟩, Subtype.ext (neg_neg g)⟩
  refine ⟨Finite.of_surjective f hsurj, fun hc h1 => ?_, fun h1 => ?_⟩
  · rw [(withInversion_eq_self_iff G).2 h1] at hc
    have hpos : 0 < Nat.card G := Nat.card_pos
    omega
  · -- `a = -b` with `a, b` in `G` would put `-1 = a b⁻¹` in `G`
    have key : ∀ a b : G, a.1 ≠ -b.1 := by
      intro a b hab
      apply h1
      have h := G.mul_mem a.2 (G.inv_mem b.2)
      rwa [hab, neg_mul, mul_inv_cancel] at h
    have hinj : Function.Injective f := by
      rintro (a | a) (b | b) h
      · have h' : a.1 = b.1 := congrArg (fun x : withInversion G => x.1) h
        exact congrArg Sum.inl (Subtype.ext h')
      · exact absurd (congrArg (fun x : withInversion G => x.1) h) (key a b)
      · exact absurd (congrArg (fun x : withInversion G => x.1) h).symm (key b a)
      · have h' : -a.1 = -b.1 := congrArg (fun x : withInversion G => x.1) h
        exact congrArg Sum.inr (Subtype.ext (neg_injective h'))
    rw [← Nat.card_eq_of_bijective f ⟨hinj, hsurj⟩, Nat.card_sum, two_mul]
```

In words, for finite $G$ in any dimension and with any determinants, $\tilde G$ is finite, and $|\tilde G| = 2|G|$ if and only if $-1 \notin G$. The proof packs both copies into one map `f` from the disjoint sum `G ⊕ G`, sending the left copy by $a \mapsto a$ and the right copy by $a \mapsto -a$. It is onto for any $G$ (`hsurj`). The step `key` is the disjointness argument and the only place in the doubling direction where `h1`, the absence of $-1$, is used; it settles the two mixed cases of `hinj`. The instance `[Finite G]` feeds `Finite.of_surjective`, `Nat.card_pos` and `Nat.card_sum`. For an infinite group `Nat.card` returns 0, so the equation would read $0 = 2 \cdot 0$ whether or not $-1 \in G$, and the equivalence would fail for an infinite group containing $-1$. The group of all rotations in three dimensions is still enlarged, to the full orthogonal group, which consists of the two disjoint cosets $G$ and $-G$, but a count of elements does not describe this.

## Odd dimension and determinant one

Determinant 1 for every element means that $G$ holds only orientation-preserving operations, which in three dimensions are the proper rotations: no mirror, inversion or rotoinversion, as in the point group of a chiral crystal. Odd $d$ covers bulk crystals and chains. The two hypotheses act together to exclude $-1$. Pulling a factor $-1$ out of each of the $d$ rows gives
$$\det(-g) = (-1)^d \det g = -\det g \quad (d \text{ odd}).$$

```lean
/-- In odd dimension, multiplying an operation by `-1` flips the sign of its determinant. -/
theorem det_neg_of_odd (hd : Odd (Fintype.card n)) (g : GL n ℝ) :
    ((-g : GL n ℝ) : Matrix n n ℝ).det = -(g : Matrix n n ℝ).det := by
  rw [Units.val_neg, Matrix.det_neg, hd.neg_one_pow, neg_one_mul]
```

The hypothesis `hd` is used once, in `hd.neg_one_pow`, which replaces $(-1)^d$ by $-1$. Now let $\det g = 1$. Then $\det(-g) = -1 \neq 1$, so $-g \notin G$. Taking $g = 1$ gives $-1 \notin G$, and the count $2|G|$ follows. The same step shows that an element of $\tilde G$ with determinant 1 must lie in $G$, because the alternative $-g \in G$ is excluded.

```lean
/-- In odd dimension, for a finite group `G` of determinant-one matrices, `G ∪ -G` is a finite
group with twice as many elements, it strictly contains `G`, and its determinant-one elements
are exactly those of `G`. -/
theorem timeReversal_doubles (hd : Odd (Fintype.card n)) (G : Subgroup (GL n ℝ)) [Finite G]
    (hdet : ∀ g ∈ G, (g : Matrix n n ℝ).det = 1) :
    (withInversion G : Set (GL n ℝ)) = (G : Set (GL n ℝ)) ∪ (fun g => -g) '' G ∧
      Finite (withInversion G) ∧
      Nat.card (withInversion G) = 2 * Nat.card G ∧
      G < withInversion G ∧
      ∀ g ∈ withInversion G, (g ∈ G ↔ (g : Matrix n n ℝ).det = 1) := by
  -- a matrix of determinant 1 cannot lie in `-G`
  have hneg : ∀ g : GL n ℝ, (g : Matrix n n ℝ).det = 1 → -g ∉ G := by
    intro g hg h
    have h1 := hdet _ h
    rw [det_neg_of_odd hd, hg] at h1
    norm_num at h1
  have h1 : (-1 : GL n ℝ) ∉ G := hneg 1 (hdet 1 G.one_mem)
  refine ⟨coe_withInversion G, (card_withInversion_iff G).1, (card_withInversion_iff G).2.2 h1,
    lt_of_le_of_ne (fun g hg => Or.inl hg)
      (fun h => h1 ((withInversion_eq_self_iff G).1 h.symm)), fun g hg => ⟨hdet g, fun h => ?_⟩⟩
  rcases hg with hg | hg
  · exact hg
  · exact absurd hg (hneg g h)
```

The theorem assumes `hd` (odd $d$), `[Finite G]` and `hdet` (all determinants 1), and concludes five things: $\tilde G$ is the set $G \cup (-G)$; it is finite; it has $2|G|$ elements; it strictly contains $G$ (the relation `<` on subgroups); and an element of $\tilde G$ is in $G$ exactly when its determinant is 1. Strict containment says that, under these hypotheses, time reversal adds operations that $G$ lacks. In the proof, `hneg` is the determinant step, combining `hdet` with `det_neg_of_odd` and letting `norm_num` refute $-1 = 1$. Its case $g = 1$ is `h1`, which is passed to `card_withInversion_iff` for the count and to `withInversion_eq_self_iff` for strictness. At $d = 1$ the only admissible group is $\{1\}$, and $\tilde G = \{1, -1\}$.

Without the determinant condition, $G = \{1, -1\}$ in three dimensions contains $-1$ and is left unchanged. The condition is sufficient and not necessary for doubling. The group $\{1, m\}$ with the mirror $m = \mathrm{diag}(1,1,-1)$ lacks $-1$ and doubles, but $-m$ has determinant 1 without lying in $G$, so the determinant no longer separates the two halves.

## Even dimension

For even $d$ one has $\det(-1) = (-1)^d = 1$; in two dimensions $-1$ is the rotation by $\pi$. The group generated by $-1$ is then finite, has determinant 1 throughout, and contains $-1$, so it satisfies every hypothesis except oddness and is not enlarged. A lemma first carries the determinant to all integer powers $j$ of a generator $a$, by $\det(a^j) = (\det a)^j = 1$. `Subgroup.zpowers a` is the group of these powers, and `map_zpow` is the first equality.

```lean
/-- All elements of the group generated by a determinant-one operation have determinant one. -/
theorem det_zpowers (a : GL n ℝ) (ha : (a : Matrix n n ℝ).det = 1) :
    ∀ g ∈ Subgroup.zpowers a, (g : Matrix n n ℝ).det = 1 := by
  intro g hg
  obtain ⟨k, rfl⟩ := Subgroup.mem_zpowers_iff.1 hg
  have h1 : Matrix.GeneralLinearGroup.det a = 1 := Units.ext ha
  have h2 : Matrix.GeneralLinearGroup.det (a ^ k) = 1 := by rw [map_zpow, h1, _root_.one_zpow]
  exact congrArg Units.val h2

/-- In even dimension the group generated by `-1` is finite, has only determinant-one
elements, and is unchanged by adding time reversal. -/
theorem even_not_enlarged (hd : Even (Fintype.card n)) :
    Finite (Subgroup.zpowers (-1 : GL n ℝ)) ∧
      (∀ g ∈ Subgroup.zpowers (-1 : GL n ℝ), (g : Matrix n n ℝ).det = 1) ∧
      withInversion (Subgroup.zpowers (-1 : GL n ℝ)) = Subgroup.zpowers (-1) := by
  have hfin : IsOfFinOrder (-1 : GL n ℝ) :=
    isOfFinOrder_iff_pow_eq_one.2 ⟨2, by norm_num, by rw [pow_two, neg_mul_neg, one_mul]⟩
  refine ⟨Nat.finite_of_card_ne_zero ?_, det_zpowers _ ?_,
    (withInversion_eq_self_iff _).2 (Subgroup.mem_zpowers _)⟩
  · rw [Nat.card_zpowers]
    exact hfin.orderOf_pos.ne'
  · rw [Units.val_neg, Matrix.det_neg, hd.neg_one_pow, Units.val_one, Matrix.det_one, one_mul]
```

Finiteness comes from $(-1)^2 = 1$ (`hfin`), the determinant from `hd.neg_one_pow` in its even form, and the equality of groups from `withInversion_eq_self_iff`. The group is $\{1, -1\}$ for $d \ge 2$ and the trivial group for $d = 0$. Even dimension removes the guarantee and does not forbid doubling: the threefold rotation group in the plane lacks $-1$ and grows from 3 to 6 elements.

## The twofold rotation in three dimensions

Take $k = (k_0, k_1, k_2)$ with index 2 along $z$, and $C = \mathrm{diag}(-1,-1,1)$. Then $C^2 = 1$, $C \neq 1$ and $\det C = (-1)(-1)(1) = 1$, so $G = \{1, C\}$. The added elements are $-1$ and $-C = \mathrm{diag}(1,1,-1)$, the inversion and the mirror perpendicular to the axis, both of determinant $-1$, and $|\tilde G| = 4$.

```lean
/-- The twofold rotation about the `z` axis, `diag(-1, -1, 1)`. -/
def c2z : GL (Fin 3) ℝ where
  val := !![-1, 0, 0; 0, -1, 0; 0, 0, 1]
  inv := !![-1, 0, 0; 0, -1, 0; 0, 0, 1]
  val_inv := by
    ext i j
    fin_cases i <;> fin_cases j <;> simp [Matrix.mul_apply, Fin.sum_univ_succ]
  inv_val := by
    ext i j
    fin_cases i <;> fin_cases j <;> simp [Matrix.mul_apply, Fin.sum_univ_succ]
```

The matrix is given as its own inverse, and `val_inv` and `inv_val` check the product entry by entry. In the theorem below, `hsq` and `hne` (which compares the entries at position $(0,0)$) fix the order of $C$ as the prime 2, `det_zpowers` supplies the determinants, and `timeReversal_doubles` turns 2 into 4.

```lean
/-- The group generated by the twofold rotation in three dimensions has two elements, all of
determinant one, and has four elements once time reversal is added. -/
theorem timeReversal_doubles_witness :
    Nat.card (Subgroup.zpowers c2z) = 2 ∧
      (∀ g ∈ Subgroup.zpowers c2z, (g : Matrix (Fin 3) (Fin 3) ℝ).det = 1) ∧
      Nat.card (withInversion (Subgroup.zpowers c2z)) = 4 := by
  have hsq : c2z ^ 2 = 1 := by
    rw [pow_two]
    exact Units.ext c2z.val_inv
  have hne : c2z ≠ 1 := by
    intro h
    have h0 : (-1 : ℝ) = 1 := by
      have h1 := congrArg (fun g : GL (Fin 3) ℝ => (g : Matrix (Fin 3) (Fin 3) ℝ) 0 0) h
      simpa [c2z] using h1
    norm_num at h0
  have hcard : Nat.card (Subgroup.zpowers c2z) = 2 := by
    rw [Nat.card_zpowers, orderOf_eq_prime hsq hne]
  have hdet := det_zpowers c2z (by simp [c2z, Matrix.det_fin_three])
  have : Finite (Subgroup.zpowers c2z) := Nat.finite_of_card_ne_zero (by omega)
  have hodd : Odd (Fintype.card (Fin 3)) := by
    rw [Fintype.card_fin]
    exact ⟨1, rfl⟩
  refine ⟨hcard, hdet, ?_⟩
  rw [(timeReversal_doubles hodd _ hdet).2.2.1, hcard]

end TimeReversalPointGroup
```

```lean
#print axioms TimeReversalPointGroup.invariant_withInversion_iff
#print axioms TimeReversalPointGroup.timeReversal_doubles
#print axioms TimeReversalPointGroup.even_not_enlarged
```

```
'TimeReversalPointGroup.invariant_withInversion_iff' depends on axioms: [propext, Classical.choice, Quot.sound]
'TimeReversalPointGroup.timeReversal_doubles' depends on axioms: [propext, Classical.choice, Quot.sound]
'TimeReversalPointGroup.even_not_enlarged' depends on axioms: [propext, Classical.choice, Quot.sound]
```

## Orbits of this group on two small meshes

The theorems count group elements and not mesh points, and the orbit counts that follow are direct enumeration with no Lean statement behind them. Measure $k$ in units of the reciprocal vectors of a cell compatible with the axis, and take the eight points $(\pm\tfrac14, \pm\tfrac14, \pm\tfrac14)$. Under $G$ each point pairs with $(-k_0, -k_1, k_2)$, giving four orbits of weight $\tfrac14$. Under $\tilde G$ the sign of $k_2$ is also free, giving two orbits of weight $\tfrac12$, represented by $(\tfrac14, \tfrac14, \tfrac14)$ and $(\tfrac14, -\tfrac14, \tfrac14)$. The function $\sin(2\pi k_2)$ is invariant under $G$ and odd. Its average over the eight points is 0, while the two representatives give 1, which is the error made by using $\tilde G$ without evenness.

On the 27 points with coordinates in $\{-\tfrac13, 0, \tfrac13\}$, the operations $1$, $C$, $-1$, $-C$ fix 27, 3, 1 and 9 points. The number of orbits is the average number of fixed points, $(27+3)/2 = 15$ for $G$ and $(27+3+1+9)/4 = 10$ for $\tilde G$. The reduction is less than a factor of two because on the plane $k_2 = 0$ the point $-k$ equals $Ck$ and is already in the orbit of $k$ under $G$.
